# Permuting the occupations of finitely many orbitals preserves the number of semistandard tableaux

Put three electrons in orbitals 0 and 1, with a diagram of row lengths 2 and 1. Rows increase weakly and columns strictly, which leaves two fillings:

$$\begin{matrix}0&0\\1&\end{matrix}\qquad\longleftrightarrow\qquad\begin{matrix}0&1\\1&\end{matrix}$$

The upper row may hold one or two 0s, since the 1 below needs a 0 above it. Reflecting this number in the interval $[1,2]$ exchanges the two fillings, and with them the occupations $(2,1)$ and $(1,2)$.

## Tableaux as row counts

Let $T$ be a semistandard tableau of shape $\mu$ (`SSYT μ`), with entry $T(i,j)$ in row $i$, column $j$. Orbitals, rows and columns are numbered from 0. The occupation $o_m(T)$ is the number of cells with entry $m$.

In Lean 4 with Mathlib:

```lean
import Mathlib

open Finset

namespace OrbitalReordering

local notation "SSYT" => SemistandardYoungTableau

variable {μ : YoungDiagram} (T : SSYT μ)

/-- The occupation of orbital `m` in a tableau: the number of cells with entry `m`. -/
def occupation (m : ℕ) : ℕ := (μ.cells.filter (fun c => T c.1 c.2 = m)).card
```

Let $r_i(m)$ be the number of entries below $m$ in row $i$, and $B(m)=\sum_i r_i(m)$.

```lean
/-- The number of entries smaller than `m` in row `i`. -/
def rowCount (i m : ℕ) : ℕ := ((range (μ.rowLen i)).filter (fun j => T i j < m)).card

/-- The number of entries smaller than `m` in the whole tableau, summed row by row. -/
def below (m : ℕ) : ℕ := ∑ i ∈ range (μ.colLen 0), rowCount T i m
```

Fix $k$. With all entries other than $k,k+1$ held fixed, $r_i(k+1)$ ranges from $\ell_i=\max(r_i(k),r_{i+1}(k+2))$ to $c_i$, where $c_0=r_0(k+2)$ and $c_{i+1}=\min(r_{i+1}(k+2),r_i(k))$. Its reflection is $f_i=\ell_i+c_i-r_i(k+1)$.

```lean
/-- The largest number of entries below `k+1` that row `i` can hold when all entries other
than `k` and `k+1` stay fixed. -/
def ceiling (k : ℕ) : ℕ → ℕ
  | 0 => rowCount T 0 (k + 2)
  | i + 1 => min (rowCount T (i + 1) (k + 2)) (rowCount T i k)

/-- The number of entries below `k+1` in row `i`, reflected in its allowed interval. -/
def flipped (k i : ℕ) : ℕ :=
  max (rowCount T i k) (rowCount T (i + 1) (k + 2)) + ceiling T k i - rowCount T i (k + 1)
```

Let $r'_i(m)$ be $f_i$ for $m=k+1$ and $r_i(m)$ otherwise. The new entries $T'(i,j)$ refill only the cells that held $k$ or $k+1$.

```lean
/-- The row counts after the reflection: only the count of entries below `k+1` changes. -/
def newCount (k i m : ℕ) : ℕ := if m = k + 1 then flipped T k i else rowCount T i m

/-- The entries after the reflection: cells with `k` or `k+1` are refilled, others are kept. -/
def newEntry (k i j : ℕ) : ℕ :=
  if rowCount T i k ≤ j ∧ j < rowCount T i (k + 2) then
    (if j < flipped T k i then k else k + 1) else T i j
```

## (a) Small entries sit on the left

Show that $j<r_i(m)\iff (i,j)\in\mu$ and $T(i,j)<m$.

Rows increase weakly, so everything to the left of an entry below $m$ is also below $m$. These cells therefore occupy columns $0,\dots,r_i(m)-1$. The code compares their set with `range j` and `range (j + 1)`.

```lean
/-- The entries below `m` fill the leftmost cells of each row. -/
theorem lt_rowCount (i m j : ℕ) : j < rowCount T i m ↔ (i, j) ∈ μ ∧ T i j < m := by
  constructor
  · intro h
    by_contra hj
    have hs : (range (μ.rowLen i)).filter (fun j => T i j < m) ⊆ range j := by
      intro a ha
      rw [mem_filter, mem_range, ← YoungDiagram.mem_iff_lt_rowLen] at ha
      rw [mem_range]
      by_contra hja
      have hle : j ≤ a := not_lt.mp hja
      exact hj ⟨μ.up_left_mem le_rfl hle ha.1, (T.row_weak_of_le hle ha.1).trans_lt ha.2⟩
    have h2 := card_le_card hs
    rw [card_range] at h2
    exact absurd h (not_lt_of_ge h2)
  · rintro ⟨hμ, hm⟩
    have hs : range (j + 1) ⊆ (range (μ.rowLen i)).filter (fun j => T i j < m) := by
      intro a ha
      have hle : a ≤ j := Nat.lt_succ_iff.mp (mem_range.mp ha)
      rw [mem_filter, mem_range, ← YoungDiagram.mem_iff_lt_rowLen]
      exact ⟨μ.up_left_mem le_rfl hle hμ, (T.row_weak_of_le hle hμ).trans_lt hm⟩
    have h2 := card_le_card hs
    rw [card_range] at h2
    exact h2
```

## (b) Neighbouring rows interlace

Show that $r_i(m)\le r_i(m+1)$ and $r_{i+1}(m+1)\le r_i(m)$.

An entry below $m$ is below $m+1$. An entry at most $m$ in row $i+1$ has an entry below $m$ directly above it.

```lean
/-- Row counts grow with `m` and interlace between neighbouring rows. -/
theorem rowCount_interlace (i m : ℕ) : rowCount T i m ≤ rowCount T i (m + 1) ∧
    rowCount T (i + 1) (m + 1) ≤ rowCount T i m := by
  constructor <;> by_contra h
  · have h1 := (lt_rowCount T _ _ _).1 (not_le.mp h)
    exact lt_irrefl _ ((lt_rowCount T _ _ _).2 ⟨h1.1, h1.2.trans (Nat.lt_succ_self m)⟩)
  · have h1 := (lt_rowCount T _ _ _).1 (not_le.mp h)
    have h2 := T.col_strict (Nat.lt_succ_self i) h1.1
    exact lt_irrefl _ ((lt_rowCount T _ _ _).2
      ⟨μ.up_left_mem (Nat.le_succ i) le_rfl h1.1, h2.trans_le (Nat.lt_succ_iff.mp h1.2)⟩)
```

## (c) The reflection stays in its interval

Show that $f_i+r_i(k+1)=\ell_i+c_i$ and $\ell_i\le f_i\le c_i\le r_i(k+2)$.

By (b), $\ell_i\le r_i(k+1)\le c_i$. Reflection preserves the interval, and the subtraction never goes negative; `omega` finishes the arithmetic.

```lean
/-- The reflected count and the old one add up to the sum of the interval ends, and the
reflected count lies in the interval. -/
theorem flipped_spec (k i : ℕ) :
    flipped T k i + rowCount T i (k + 1) =
      max (rowCount T i k) (rowCount T (i + 1) (k + 2)) + ceiling T k i ∧
    rowCount T i k ≤ flipped T k i ∧ rowCount T (i + 1) (k + 2) ≤ flipped T k i ∧
    flipped T k i ≤ ceiling T k i ∧ ceiling T k i ≤ rowCount T i (k + 2) := by
  have h1 := (rowCount_interlace T i k).1
  have h2 : rowCount T i (k + 1) ≤ rowCount T i (k + 2) := (rowCount_interlace T i (k + 1)).1
  have h3 : rowCount T (i + 1) (k + 2) ≤ rowCount T i (k + 1) :=
    (rowCount_interlace T i (k + 1)).2
  have hu : ceiling T k i ≤ rowCount T i (k + 2) ∧ rowCount T i (k + 1) ≤ ceiling T k i := by
    cases i with
    | zero => exact ⟨le_rfl, h2⟩
    | succ n => exact ⟨min_le_left _ _, le_min h2 (rowCount_interlace T n k).2⟩
  unfold flipped
  omega
```

## (d) New entries match new counts

For $(i,j)\in\mu$, show that $T'(i,j)<m\iff j<r'_i(m)$.

For $m\ne k+1$, refilling moves no entry across the threshold $m$. For $m=k+1$, the entries below $m$ are the kept ones in columns $j<r_i(k)$ and the new $k$s, which together fill the columns $j<f_i$.

```lean
/-- Inside the diagram the new entries are the ones described by the new row counts. -/
theorem newEntry_lt (k : ℕ) {i j m : ℕ} (h : (i, j) ∈ μ) :
    newEntry T k i j < m ↔ j < newCount T k i m := by
  have a := lt_rowCount T i k j
  have c := lt_rowCount T i (k + 2) j
  have e := lt_rowCount T i m j
  have s := flipped_spec T k i
  simp only [h, true_and] at a c e
  unfold newEntry newCount
  split_ifs <;> omega
```

## (e) The refilled tableau is semistandard

Show that $T'(i,j_1)\le T'(i,j_2)$ for $j_1<j_2$ and $T'(i_1,j)<T'(i_2,j)$ for $i_1<i_2$, inside $\mu$.

The row condition follows from (d). For columns we need $r'_{i+1}(m+1)\le r'_i(m)$. Only two cases differ from (b):

- $m=k$: $f_{i+1}\le c_{i+1}\le r_i(k)$.
- $m=k+1$: $r_{i+1}(k+2)\le\ell_i\le f_i$.

Setting $m=T'(i+1,j)$ gives $j<r'_{i+1}(m+1)\le r'_i(m)$, hence $T'(i,j)<m$. This is `step`; induction covers distant rows. Write $\beta_kT$ for the resulting tableau.

```lean
/-- The Bender-Knuth move for the orbitals `k` and `k+1`, as a map of semistandard tableaux. -/
def benderKnuth (k : ℕ) (T : SSYT μ) : SSYT μ where
  entry := newEntry T k
  row_weak' := by
    intro i j1 j2 hj h
    by_contra hlt
    have h2 := (newEntry_lt T k h).1 (not_le.mp hlt)
    exact lt_irrefl _ ((newEntry_lt T k (μ.up_left_mem le_rfl hj.le h)).2 (hj.trans h2))
  col_strict' := by
    intro i1 i2 j hi h
    -- neighbouring rows: the new counts still interlace
    have step : ∀ i, (i + 1, j) ∈ μ → newEntry T k i j < newEntry T k (i + 1) j := by
      intro i h
      have h0 := (newEntry_lt T k h).1 (Nat.lt_succ_self (newEntry T k (i + 1) j))
      refine (newEntry_lt T k (μ.up_left_mem (Nat.le_succ i) le_rfl h)).2 (h0.trans_le ?_)
      generalize newEntry T k (i + 1) j = m
      by_cases h1 : m = k
      · rw [h1, newCount, newCount, if_pos rfl, if_neg (by omega)]
        exact (flipped_spec T k (i + 1)).2.2.2.1.trans (min_le_right _ _)
      by_cases h2 : m = k + 1
      · rw [h2, newCount, newCount, if_neg (by omega), if_pos rfl]
        exact (flipped_spec T k i).2.2.1
      · rw [newCount, newCount, if_neg (by omega), if_neg h2]
        exact (rowCount_interlace T i m).2
    obtain ⟨d, rfl⟩ := Nat.exists_eq_add_of_lt hi
    clear hi
    induction d with
    | zero => exact step _ h
    | succ d ih => exact (ih (μ.up_left_mem (by omega) le_rfl h)).trans (step _ h)
  zeros' := by
    intro i j h
    have hc : ¬(rowCount T i k ≤ j ∧ j < rowCount T i (k + 2)) :=
      fun hc => h ((lt_rowCount T _ _ _).1 hc.2).1
    unfold newEntry
    rw [if_neg hc, T.zeros h]
```

## (f) Row counts of the new tableau

Show that $\beta_kT$ has row counts $r'_i(m)$.

If $j<r'_i(m)$, then $(i,j)\in\mu$: this is (a), together with $f_i\le r_i(k+2)$ from (c) when $m=k+1$. So by (a) and (d), the same $j$ lie below both numbers, and they are equal.

```lean
/-- The Bender-Knuth move changes the row counts by the reflection. -/
theorem rowCount_benderKnuth (k i m : ℕ) :
    rowCount (benderKnuth k T) i m = newCount T k i m := by
  have mem : ∀ j, j < newCount T k i m → (i, j) ∈ μ := by
    intro j h
    have s := flipped_spec T k i
    unfold newCount at h
    split_ifs at h
    · exact ((lt_rowCount T i (k + 2) j).1 (by omega)).1
    · exact ((lt_rowCount T _ _ _).1 h).1
  have key : ∀ j, j < rowCount (benderKnuth k T) i m ↔ j < newCount T k i m := by
    intro j
    rw [lt_rowCount]
    exact ⟨fun h => (newEntry_lt T k h.1).1 h.2,
      fun h => ⟨mem j h, (newEntry_lt T k (mem j h)).2 h⟩⟩
  have h1 := key (rowCount (benderKnuth k T) i m)
  have h2 := key (newCount T k i m)
  omega
```

## (g) Two reflections cancel

Show that $\beta_k\beta_kT=T$.

The ends $\ell_i,c_i$ involve only counts at $k$ and $k+2$, which do not change. The second reflection thus restores $r_i(k+1)$, and by (a) the row counts determine every entry.

```lean
/-- The Bender-Knuth move applied twice gives back the tableau. -/
theorem benderKnuth_involutive (k : ℕ) :
    Function.Involutive (benderKnuth k : SSYT μ → SSYT μ) := by
  intro T
  have hn : ∀ i m, m ≠ k + 1 → rowCount (benderKnuth k T) i m = rowCount T i m := by
    intro i m h
    rw [rowCount_benderKnuth, newCount, if_neg h]
  have hk := fun i => hn i k (by omega)
  have hk2 := fun i => hn i (k + 2) (by omega)
  have H : ∀ i m, rowCount (benderKnuth k (benderKnuth k T)) i m = rowCount T i m := by
    intro i m
    rw [rowCount_benderKnuth, newCount]
    split_ifs with h
    · have hc : ceiling (benderKnuth k T) k i = ceiling T k i := by
        cases i <;> simp only [ceiling, hk, hk2]
      have s := (flipped_spec T k i).1
      rw [h, flipped, hk, hk2, hc, rowCount_benderKnuth, newCount, if_pos rfl]
      omega
    · exact hn i m h
  -- a tableau is determined by its row counts
  refine SemistandardYoungTableau.ext fun i j => ?_
  by_cases h : (i, j) ∈ μ
  · have key : ∀ m, benderKnuth k (benderKnuth k T) i j < m ↔ T i j < m := by
      intro m
      have a := lt_rowCount (benderKnuth k (benderKnuth k T)) i m j
      have b := lt_rowCount T i m j
      rw [H] at a
      simp only [h, true_and] at a b
      exact a.symm.trans b
    exact le_antisymm (Nat.lt_succ_iff.mp ((key _).2 (Nat.lt_succ_self _)))
      (Nat.lt_succ_iff.mp ((key _).1 (Nat.lt_succ_self _)))
  · rw [SemistandardYoungTableau.zeros _ h, T.zeros h]
```

## (h) Occupations from cumulative counts

Show that $o_m+B(m)=B(m+1)$.

$B(m)$ counts all cells with entry below $m$. An entry below $m+1$ is either below $m$ or equal to $m$.

```lean
/-- The occupation of orbital `m` is the increase of the cumulative count from `m` to `m+1`. -/
theorem occupation_add_below (m : ℕ) : occupation T m + below T m = below T (m + 1) := by
  have hb : ∀ m, below T m = (μ.cells.filter (fun c => T c.1 c.2 < m)).card := by
    intro m
    have H : ∀ c ∈ μ.cells.filter (fun c => T c.1 c.2 < m), c.1 ∈ range (μ.colLen 0) := by
      rintro ⟨a, b⟩ h
      exact mem_range.2 (YoungDiagram.mem_iff_lt_colLen.1
        (μ.up_left_mem le_rfl (Nat.zero_le b) (mem_filter.1 h).1))
    rw [card_eq_sum_card_fiberwise (fun c hc => H c hc), below]
    refine sum_congr rfl fun i _ => ?_
    rw [← card_range (rowCount T i m),
      ← card_image_of_injective (range (rowCount T i m))
        (f := fun j => (i, j)) (fun a b h => congrArg Prod.snd h)]
    congr 1
    ext ⟨a, b⟩
    simp only [mem_filter, mem_image, mem_range, lt_rowCount, YoungDiagram.mem_cells,
      Prod.mk.injEq]
    constructor
    · rintro ⟨b', h, rfl, rfl⟩
      exact ⟨h, rfl⟩
    · rintro ⟨h, rfl⟩
      exact ⟨b, h, rfl, rfl⟩
  rw [hb, hb, occupation]
  simp only [card_filter, ← sum_add_distrib]
  refine sum_congr rfl fun c _ => ?_
  split_ifs <;> omega
```

## (i) The move exchanges two occupations

With $s_k$ the exchange of $k$ and $k+1$, show that $o_m(\beta_kT)=o_{s_k(m)}(T)$.

Since $\max+\min$ is the sum, $\ell_i+c_{i+1}=r_i(k)+r_{i+1}(k+2)$. Let $L$ be the number of rows. Row $L$ is empty, so $c_L=0$, and summing (c) over $i<L$ gives

$$B'(k+1)+B(k+1)=B(k)+B(k+2),$$

where $B'$ belongs to $\beta_kT$. All other $B'(m)$ equal $B(m)$. By (h), the new occupation of $k$ is $B'(k+1)-B(k)=B(k+2)-B(k+1)=o_{k+1}(T)$; that of $k+1$ is likewise $o_k(T)$.

```lean
/-- The Bender-Knuth move exchanges the occupations of the orbitals `k` and `k+1` and keeps
all others. -/
theorem occupation_benderKnuth (k m : ℕ) :
    occupation (benderKnuth k T) m = occupation T (Equiv.swap k (k + 1) m) := by
  -- the interval ends telescope over the rows
  have tele : ∀ n, ∑ i ∈ range n, flipped T k i + ∑ i ∈ range n, rowCount T i (k + 1)
      + ceiling T k n = ∑ i ∈ range n, rowCount T i k + ∑ i ∈ range n, rowCount T i (k + 2)
      + rowCount T n (k + 2) := by
    intro n
    induction n with
    | zero => simp [ceiling]
    | succ n ih =>
      have s := (flipped_spec T k n).1
      have c : ceiling T k (n + 1) = min (rowCount T (n + 1) (k + 2)) (rowCount T n k) := rfl
      rw [sum_range_succ, sum_range_succ, sum_range_succ, sum_range_succ]
      omega
  have hL : rowCount T (μ.colLen 0) (k + 2) = 0 := by
    by_contra h
    exact lt_irrefl _ (YoungDiagram.mem_iff_lt_colLen.1
      ((lt_rowCount T _ _ 0).1 (Nat.pos_of_ne_zero h)).1)
  have key : below (benderKnuth k T) (k + 1) + below T (k + 1) = below T k + below T (k + 2) := by
    have hb : below (benderKnuth k T) (k + 1) = ∑ i ∈ range (μ.colLen 0), flipped T k i :=
      sum_congr rfl fun i _ => by rw [rowCount_benderKnuth, newCount, if_pos rfl]
    have t := tele (μ.colLen 0)
    have s := (flipped_spec T k (μ.colLen 0)).2.2.2.2
    rw [hb]
    unfold below
    omega
  have hn : ∀ n, n ≠ k + 1 → below (benderKnuth k T) n = below T n := fun n h =>
    sum_congr rfl fun i _ => by rw [rowCount_benderKnuth, newCount, if_neg h]
  have o := occupation_add_below (benderKnuth k T) m
  have a := occupation_add_below T k
  have b : _ = below T (k + 2) := occupation_add_below T (k + 1)
  by_cases h1 : m = k
  · rw [h1] at o ⊢
    rw [Equiv.swap_apply_left]
    have := hn k (by omega)
    omega
  by_cases h2 : m = k + 1
  · have o' : _ = below (benderKnuth k T) (k + 2) :=
      occupation_add_below (benderKnuth k T) (k + 1)
    rw [h2, Equiv.swap_apply_right]
    have := hn (k + 2) (by omega)
    omega
  · rw [Equiv.swap_apply_of_ne_of_ne h1 h2]
    have := hn m h2
    have := hn (m + 1) (by omega)
    have := occupation_add_below T m
    omega
```

## (j) Finitely many tableaux per configuration

For $w:\mathbb N\to\mathbb N$, show that $\{T: o_m(T)=w(m)\text{ for all }m\}$ is finite.

If it contains some $T_0$, every member uses the same orbitals as $T_0$. The entries then have a common bound, which leaves finitely many fillings.

```lean
/-- Only finitely many tableaux of a given shape have given occupations. -/
instance tableaux_finite (w : ℕ → ℕ) : Finite {T : SSYT μ // occupation T = w} := by
  rcases isEmpty_or_nonempty {T : SSYT μ // occupation T = w} with h | ⟨⟨T₀, h₀⟩⟩
  · infer_instance
  obtain ⟨B, hB⟩ : ∃ B, ∀ d ∈ μ.cells, T₀ d.1 d.2 ≤ B :=
    ⟨_, fun d hd => le_sup (f := fun c : ℕ × ℕ => T₀ c.1 c.2) hd⟩
  -- all these tableaux use the same orbitals, so their entries have a common bound
  have hb : ∀ T : SSYT μ, occupation T = w → ∀ c ∈ μ.cells, T c.1 c.2 < B + 1 := by
    intro T hT c hc
    have h1 : 0 < occupation T (T c.1 c.2) := card_pos.2 ⟨c, mem_filter.2 ⟨hc, rfl⟩⟩
    rw [hT, ← h₀] at h1
    obtain ⟨d, hd⟩ := card_pos.1 h1
    have h2 := mem_filter.1 hd
    have h3 := hB d h2.1
    omega
  refine Finite.of_injective (fun (T : {T : SSYT μ // occupation T = w}) (c : μ.cells) =>
    (⟨T.1 c.1.1 c.1.2, hb T.1 T.2 c.1 c.2⟩ : Fin (B + 1))) ?_
  intro S T h
  refine Subtype.ext (SemistandardYoungTableau.ext fun i j => ?_)
  by_cases hm : (i, j) ∈ μ
  · exact congrArg Fin.val (congrFun h ⟨(i, j), hm⟩)
  · rw [S.1.zeros hm, T.1.zeros hm]
```

## (k) Exchanging neighbouring orbitals

Let $N_\mu(w)$ be the size of that set. Show that $N_\mu(w\circ s_k)=N_\mu(w)$.

By (g), $\beta_k$ is a bijection; by (i), it carries the tableaux with occupations $w\circ s_k$ to those with occupations $w$.

```lean
/-- The number of semistandard tableaux of shape `μ` in which orbital `m` occurs `w m` times. -/
noncomputable def numTableaux (μ : YoungDiagram) (w : ℕ → ℕ) : ℕ :=
  Nat.card {T : SSYT μ // occupation T = w}

/-- Exchanging the occupations of the neighbouring orbitals `k` and `k+1` does not change the
number of semistandard tableaux. -/
theorem numTableaux_adjacent (μ : YoungDiagram) (w : ℕ → ℕ) (k : ℕ) :
    numTableaux μ (w ∘ Equiv.swap k (k + 1)) = numTableaux μ w := by
  have hs : ∀ m, Equiv.swap k (k + 1) (Equiv.swap k (k + 1) m) = m :=
    fun m => (Equiv.swap k (k + 1)).symm_apply_apply m
  refine Nat.card_congr (Equiv.subtypeEquiv (benderKnuth_involutive k).toPerm fun T => ?_)
  change _ ↔ occupation (benderKnuth k T) = w
  have ho : occupation (benderKnuth k T) = occupation T ∘ Equiv.swap k (k + 1) :=
    funext fun m => occupation_benderKnuth T k m
  rw [ho]
  constructor <;> intro h
  · rw [h]
    funext m
    simp only [Function.comp_apply, hs]
  · rw [← h]
    funext m
    simp only [Function.comp_apply, hs]
```

## (l) Any reordering of the first $n$ orbitals

Let the permutation $\sigma$ fix every $m\ge n$. Show that $N_\mu(w\circ\sigma)=N_\mu(w)$.

Write $(a\,b)$ for an exchange. For $a<b$, $(a\;b{+}1)=(b\;b{+}1)(a\,b)(b\;b{+}1)$, so (k) extends to all exchanges by induction (`far`, `swp`). Now induct on $n$: if $\sigma$ fixes every $m\ge n+1$, then $\tau=(n\;\sigma(n))\,\sigma$ fixes every $m\ge n$, and $w\circ\sigma=(w\circ(n\;\sigma(n)))\circ\tau$.

For electrons in spatial orbitals, $\mu$ has at most two columns, whose lengths differ by $2S$, where $S$ is the total spin (a missing column has length 0). Representation theory, taken here as input, says that the tableaux of shape $\mu$ with occupations $w$ then label a basis of configuration state functions for this configuration, with spin $S$ and one fixed spin projection $M_S$. The number of these functions is therefore independent of orbital order. This concerns their number only; the functions themselves may depend on the order.

```lean
/-- Any reordering `σ` of the first `n` orbitals leaves the number of semistandard tableaux
of a configuration unchanged. -/
theorem numTableaux_reorder (μ : YoungDiagram) (w : ℕ → ℕ) (σ : Equiv.Perm ℕ) (n : ℕ)
    (hσ : ∀ m, n ≤ m → σ m = m) : numTableaux μ (w ∘ σ) = numTableaux μ w := by
  -- distant exchanges are products of adjacent ones
  have far : ∀ (a d : ℕ) (w : ℕ → ℕ),
      numTableaux μ (w ∘ Equiv.swap a (a + d + 1)) = numTableaux μ w := by
    intro a d
    induction d with
    | zero => exact fun w => numTableaux_adjacent μ w a
    | succ d ih =>
      intro w
      have e := Equiv.swap_mul_swap_mul_swap (x := a) (y := a + d + 1) (z := a + d + 1 + 1)
        (by omega) (by omega)
      change numTableaux μ (w ∘ Equiv.swap a (a + d + 1 + 1)) = _
      rw [Equiv.swap_comm, ← e]
      exact (numTableaux_adjacent μ _ _).trans ((ih _).trans (numTableaux_adjacent μ w _))
  have swp : ∀ (a b : ℕ) (w : ℕ → ℕ),
      numTableaux μ (w ∘ Equiv.swap a b) = numTableaux μ w := by
    intro a b w
    rcases lt_trichotomy a b with h | h | h
    · obtain ⟨d, rfl⟩ := Nat.exists_eq_add_of_lt h
      exact far a d w
    · rw [h, Equiv.swap_self]
      rfl
    · obtain ⟨d, rfl⟩ := Nat.exists_eq_add_of_lt h
      rw [Equiv.swap_comm]
      exact far b d w
  -- one exchange puts orbital `n` in place, the rest permutes the first `n` orbitals
  induction n generalizing w σ with
  | zero =>
    have h1 : σ = 1 := Equiv.ext fun m => hσ m (Nat.zero_le m)
    rw [h1]
    rfl
  | succ n ih =>
    have hτ : ∀ m, n ≤ m → (Equiv.swap n (σ n) * σ) m = m := by
      intro m hm
      rw [Equiv.Perm.mul_apply]
      by_cases h : m = n
      · rw [h, Equiv.swap_apply_right]
      · have hs := hσ m (by omega)
        rw [hs]
        exact Equiv.swap_apply_of_ne_of_ne h fun he => h (σ.injective (hs.trans he))
    have he : w ∘ σ = (w ∘ Equiv.swap n (σ n)) ∘ (Equiv.swap n (σ n) * σ : Equiv.Perm ℕ) :=
      funext fun m =>
        (congrArg w ((Equiv.swap n (σ n)).symm_apply_apply (σ m))).symm
    rw [he, ih _ _ hτ, swp]

end OrbitalReordering
```

```lean
#print axioms OrbitalReordering.numTableaux_adjacent
#print axioms OrbitalReordering.numTableaux_reorder
```

```
'OrbitalReordering.numTableaux_adjacent' depends on axioms: [propext, Classical.choice, Quot.sound]
'OrbitalReordering.numTableaux_reorder' depends on axioms: [propext, Classical.choice, Quot.sound]
```
